# Bounding the net current out of a set of sites by the leakage at each site

## Two bonds, two ring currents

A ring current is often read off as the current through one bond of the ring. In a single ring with no other path for the current, every bond should give the same number, but the numbers may differ if a calculation conserves current only approximately. A bound on the leakage at each site limits this difference. A larger difference means that something else is wrong, such as an overlooked current path or a reversed sign. In fused rings, two bonds of the same ring can carry different currents even with exact conservation, because the current can branch where the rings meet.

Let $J_{ij}$ be the current from site $i$ to site $j$, so that $J_{ji}=-J_{ij}$. The leakage of site $i$ is its net outflow,
$$L_i=\sum_j J_{ij}.$$
In a stationary state with exact conservation, $L_i=0$. A number $e$ with $|L_i|\le e$ is the tolerance on conservation: it stands for the residual left at a site by, for example, an incomplete basis set.

## The bounds and their Lean form

For a set $A$ of sites with complement $A^c$, the net current out of $A$ is
$$I(A)=\sum_{i\in A}\sum_{j\in A^c}J_{ij}.$$
If $|L_i|\le e$ for every $i\in A$, then $|I(A)|\le e\,|A|$, where $|A|$ is the number of sites in $A$. If the leakage bound holds at every site of the system, then $|I(A)|\le e\min(|A|,|A^c|)$.

In Lean, the sites form a finite type `V`, the currents are `J : Matrix V V ℝ`, and `A : Finset V` is the chosen set. `leakage J i` is $L_i$ and `cutCurrent J A` is $I(A)$. The hypothesis `hJ` is antisymmetry, which also makes the diagonal zero, and `he` is the tolerance. The main bound is `abs_cutCurrent_le`, and the version with the smaller side is `abs_cutCurrent_le_min`.

The theorem `bond_current_discrepancy` treats a fragment $A$ that exchanges current with the rest through only two distinct bonds, $r\to s$ leading in and $p\to q$ leading out. It states
$$|J_{pq}-J_{rs}|\le e\min(|A|,|A^c|).$$
The bonds may share a site, so $A$ can be a single atom.

These bounds can serve as a consistency check on computed magnetically induced currents, once these have been reduced to a finite matrix of site-to-site currents. The matrix and the tolerance are inputs: no wave function, magnetic field or chemical shift enters. Nor do the bounds fix the ring current itself, since adding a constant current around a closed loop changes no leakage.

## From leakage to cut current

Currents inside $A$ cancel. Exchanging the names of the summation indices and then using antisymmetry gives
$$S=\sum_{i\in A}\sum_{j\in A}J_{ij}=\sum_{i\in A}\sum_{j\in A}J_{ji}=-S,$$
so $S=0$. Splitting each leakage into its parts inside and outside $A$ then gives
$$\sum_{i\in A}L_i=S+I(A)=I(A).$$
The triangle inequality yields the main bound:
$$|I(A)|\le\sum_{i\in A}|L_i|\le e\,|A|.$$

Seen from the other side, the cut carries the opposite current:
$$I(A^c)=\sum_{i\in A^c}\sum_{j\in A}J_{ij}=-\sum_{j\in A}\sum_{i\in A^c}J_{ji}=-I(A).$$
If the sites of $A^c$ also satisfy the leakage bound, the main bound for $A^c$ gives $|I(A)|\le e\,|A^c|$, and the smaller of the two limits holds.

For the two-bond fragment, only two terms of the cut sum survive:
$$I(A)=J_{pq}+J_{sr}=J_{pq}-J_{rs}.$$
The bound on $I(A)$ is therefore a bound on the difference between the two readings.

## Checking only the larger side is not enough

The bound with the minimum can fail when the leakage has been checked only on $A$ and $A^c$ is the smaller side. Let $A$ have two sites, each sending a current $e>0$ to a single outside site, with no other currents. Both sites of $A$ have leakage $e$, and the cut current is $2e$, but $e\min(2,1)=e$. The outside site has leakage $-2e$, which violates the tolerance. A tolerance on the smaller side alone would be enough, by the main bound for that side. In the version with the minimum, `he` ranges over all `i`, which covers whichever side is smaller.

## A flow that reaches the bound

Let $A$ be nonempty with $|A|\le|A^c|$, and let $e\ge0$. Let each site of $A$ send $e/|A^c|$ to each site outside, with the reverse entries fixed by antisymmetry and all others zero. A site in $A$ has leakage
$$|A^c|\,\frac{e}{|A^c|}=e,$$
and a site outside has leakage $-e|A|/|A^c|$, of size at most $e$. The cut current is exactly $e|A|$, so the factor $|A|$ cannot be improved for such sets.

## The Lean file

```lean
import Mathlib

open Finset

namespace RingCurrentCut

noncomputable section

variable {V : Type*} [Fintype V] [DecidableEq V]

/-- The net current flowing out of site `i`, where `J i j` is the current from `i` to `j`. -/
def leakage (J : Matrix V V ℝ) (i : V) : ℝ := ∑ j, J i j

/-- The net current from the set of sites `A` to its complement. -/
def cutCurrent (J : Matrix V V ℝ) (A : Finset V) : ℝ := ∑ i ∈ A, ∑ j ∈ Aᶜ, J i j

omit [Fintype V] [DecidableEq V] in
/-- For antisymmetric currents, the currents between sites of `A` add up to zero. -/
theorem internal_current_eq_zero {J : Matrix V V ℝ} (hJ : ∀ i j, J j i = -J i j)
    (A : Finset V) : ∑ i ∈ A, ∑ j ∈ A, J i j = 0 := by
  -- exchanging the two sites reverses the sign of the sum
  have h : ∑ i ∈ A, ∑ j ∈ A, J i j = -∑ i ∈ A, ∑ j ∈ A, J i j := by
    calc ∑ i ∈ A, ∑ j ∈ A, J i j = ∑ j ∈ A, ∑ i ∈ A, J i j := Finset.sum_comm
      _ = ∑ j ∈ A, -∑ i ∈ A, J j i := by
          refine Finset.sum_congr rfl fun j _ => ?_
          rw [← Finset.sum_neg_distrib]
          exact Finset.sum_congr rfl fun i _ => hJ j i
      _ = -∑ i ∈ A, ∑ j ∈ A, J i j := by rw [Finset.sum_neg_distrib]
  linarith

/-- For antisymmetric currents, the net current out of `A` is the sum of the leakages
of its sites. -/
theorem cutCurrent_eq_sum_leakage {J : Matrix V V ℝ} (hJ : ∀ i j, J j i = -J i j)
    (A : Finset V) : cutCurrent J A = ∑ i ∈ A, leakage J i := by
  have hsplit : ∑ i ∈ A, leakage J i
      = ∑ i ∈ A, ∑ j ∈ A, J i j + ∑ i ∈ A, ∑ j ∈ Aᶜ, J i j := by
    rw [← Finset.sum_add_distrib]
    exact Finset.sum_congr rfl fun i _ =>
      (Finset.sum_add_sum_compl A (fun j => J i j)).symm
  have hint := internal_current_eq_zero hJ A
  unfold cutCurrent
  linarith

/-- If the currents are antisymmetric and each site of `A` has leakage at most `e` in absolute
value, the net current from `A` to its complement is at most `e` times the number of sites
in `A`, in absolute value. -/
theorem abs_cutCurrent_le {J : Matrix V V ℝ} (hJ : ∀ i j, J j i = -J i j)
    {A : Finset V} {e : ℝ} (he : ∀ i ∈ A, |leakage J i| ≤ e) :
    |cutCurrent J A| ≤ e * (A.card : ℝ) := by
  rw [cutCurrent_eq_sum_leakage hJ]
  calc |∑ i ∈ A, leakage J i| ≤ ∑ i ∈ A, |leakage J i| := Finset.abs_sum_le_sum_abs _ _
    _ ≤ ∑ _i ∈ A, e := Finset.sum_le_sum he
    _ = e * (A.card : ℝ) := by rw [Finset.sum_const, nsmul_eq_mul, mul_comm]

/-- For antisymmetric currents, the net current out of the complement of `A` is minus the
net current out of `A`. -/
theorem cutCurrent_compl {J : Matrix V V ℝ} (hJ : ∀ i j, J j i = -J i j)
    (A : Finset V) : cutCurrent J Aᶜ = -cutCurrent J A := by
  unfold cutCurrent
  rw [compl_compl]
  calc ∑ i ∈ Aᶜ, ∑ j ∈ A, J i j = ∑ j ∈ A, ∑ i ∈ Aᶜ, J i j := Finset.sum_comm
    _ = ∑ j ∈ A, -∑ i ∈ Aᶜ, J j i := by
        refine Finset.sum_congr rfl fun j _ => ?_
        rw [← Finset.sum_neg_distrib]
        exact Finset.sum_congr rfl fun i _ => hJ j i
    _ = -∑ i ∈ A, ∑ j ∈ Aᶜ, J i j := by rw [Finset.sum_neg_distrib]

/-- If the currents are antisymmetric and every site has leakage at most `e` in absolute value,
the net current across a cut is at most `e` times the number of sites on its smaller side,
in absolute value. -/
theorem abs_cutCurrent_le_min {J : Matrix V V ℝ} (hJ : ∀ i j, J j i = -J i j)
    {e : ℝ} (he : ∀ i, |leakage J i| ≤ e) (A : Finset V) :
    |cutCurrent J A| ≤ e * min (A.card : ℝ) (Aᶜ.card : ℝ) := by
  have h1 := abs_cutCurrent_le hJ (A := A) fun i _ => he i
  have h2 := abs_cutCurrent_le hJ (A := Aᶜ) fun i _ => he i
  rw [cutCurrent_compl hJ, abs_neg] at h2
  rcases min_choice (A.card : ℝ) (Aᶜ.card : ℝ) with h | h
  · rw [h]; exact h1
  · rw [h]; exact h2

/-- Let the currents be antisymmetric with leakage at most `e` in absolute value at every site,
and let a fragment `A` exchange current with the rest only through two distinct bonds, `r` to `s`
leading in and `p` to `q` leading out. Then the two bond currents differ by at most `e` times the
number of sites on the smaller side of the cut. -/
theorem bond_current_discrepancy {J : Matrix V V ℝ} (hJ : ∀ i j, J j i = -J i j)
    {e : ℝ} (he : ∀ i, |leakage J i| ≤ e) {A : Finset V} {p q r s : V}
    (hp : p ∈ A) (hq : q ∉ A) (hr : r ∉ A) (hs : s ∈ A) (hne : (p, q) ≠ (s, r))
    (hcut : ∀ i ∈ A, ∀ j ∉ A, J i j ≠ 0 → (i, j) = (p, q) ∨ (i, j) = (s, r)) :
    |J p q - J r s| ≤ e * min (A.card : ℝ) (Aᶜ.card : ℝ) := by
  have hsub : ({(p, q), (s, r)} : Finset (V × V)) ⊆ A ×ˢ Aᶜ := by
    intro x hx
    simp only [Finset.mem_insert, Finset.mem_singleton] at hx
    rcases hx with rfl | rfl
    · exact Finset.mem_product.mpr ⟨hp, Finset.mem_compl.mpr hq⟩
    · exact Finset.mem_product.mpr ⟨hs, Finset.mem_compl.mpr hr⟩
  -- only the two bonds contribute to the sum over the cut
  have hsum := Finset.sum_subset (f := fun x : V × V => J x.1 x.2) hsub (by
    rintro ⟨i, j⟩ hx hx'
    by_contra h0
    have hm := Finset.mem_product.mp hx
    apply hx'
    simp only [Finset.mem_insert, Finset.mem_singleton]
    exact hcut i hm.1 j (Finset.mem_compl.mp hm.2) h0)
  rw [Finset.sum_pair hne, Finset.sum_product] at hsum
  have hbonds : J p q + J s r = cutCurrent J A := hsum
  have hdiff : J p q - J r s = cutCurrent J A := by
    rw [← hbonds, hJ r s]; ring
  rw [hdiff]
  exact abs_cutCurrent_le_min hJ he A

/-- The flow in which each site of `A` sends the current `e / |Aᶜ|` to each site outside `A`,
for `A` not the whole set of sites. -/
def uniformFlow (A : Finset V) (e : ℝ) : Matrix V V ℝ := fun i j =>
  if i ∈ A then (if j ∈ A then 0 else e / (Aᶜ.card : ℝ))
  else (if j ∈ A then -(e / (Aᶜ.card : ℝ)) else 0)

/-- For `e ≥ 0` and a nonempty `A` with no more sites than its complement, the uniform flow is
antisymmetric, has leakage at most `e` in absolute value at every site, and carries exactly `e`
times the number of sites in `A` across the cut. -/
theorem uniformFlow_attains_bound {A : Finset V} {e : ℝ} (hA : A.Nonempty)
    (hcard : A.card ≤ Aᶜ.card) (he : 0 ≤ e) :
    (∀ i j, uniformFlow A e j i = -uniformFlow A e i j) ∧
    (∀ i, |leakage (uniformFlow A e) i| ≤ e) ∧
    cutCurrent (uniformFlow A e) A = e * (A.card : ℝ) := by
  have hpos : (0 : ℝ) < (Aᶜ.card : ℝ) := by exact_mod_cast hA.card_pos.trans_le hcard
  have hle : (A.card : ℝ) ≤ (Aᶜ.card : ℝ) := by exact_mod_cast hcard
  -- each site of `A` sends out the total current `e`
  have hout : ∀ i ∈ A, ∑ j ∈ Aᶜ, uniformFlow A e i j = e := by
    intro i hi
    have h : ∀ j ∈ Aᶜ, uniformFlow A e i j = e / (Aᶜ.card : ℝ) := fun j hj => by
      unfold uniformFlow
      rw [if_pos hi, if_neg (Finset.mem_compl.mp hj)]
    rw [Finset.sum_congr rfl h, Finset.sum_const, nsmul_eq_mul]
    exact mul_div_cancel₀ e hpos.ne'
  refine ⟨fun i j => ?_, fun i => ?_, ?_⟩
  · by_cases hi : i ∈ A <;> by_cases hj : j ∈ A <;> simp [uniformFlow, hi, hj]
  · unfold leakage
    rw [← Finset.sum_add_sum_compl A]
    by_cases hi : i ∈ A
    · have h0 : ∑ j ∈ A, uniformFlow A e i j = 0 :=
        Finset.sum_eq_zero fun j hj => by simp [uniformFlow, hi, hj]
      rw [h0, hout i hi, zero_add, abs_of_nonneg he]
    · have h0 : ∑ j ∈ Aᶜ, uniformFlow A e i j = 0 :=
        Finset.sum_eq_zero fun j hj => by
          simp [uniformFlow, hi, Finset.mem_compl.mp hj]
      have h : ∀ j ∈ A, uniformFlow A e i j = -(e / (Aᶜ.card : ℝ)) := fun j hj => by
        unfold uniformFlow
        rw [if_neg hi, if_pos hj]
      rw [h0, add_zero, Finset.sum_congr rfl h, Finset.sum_const, nsmul_eq_mul,
        mul_neg, abs_neg, abs_of_nonneg (by positivity), ← mul_div_assoc, div_le_iff₀ hpos]
      nlinarith [mul_le_mul_of_nonneg_left hle he]
  · unfold cutCurrent
    rw [Finset.sum_congr rfl hout, Finset.sum_const, nsmul_eq_mul, mul_comm]

end

end RingCurrentCut
```

```lean
#print axioms RingCurrentCut.cutCurrent_eq_sum_leakage
-- 'RingCurrentCut.cutCurrent_eq_sum_leakage' depends on axioms: [propext, Classical.choice, Quot.sound]
#print axioms RingCurrentCut.bond_current_discrepancy
-- 'RingCurrentCut.bond_current_discrepancy' depends on axioms: [propext, Classical.choice, Quot.sound]
#print axioms RingCurrentCut.uniformFlow_attains_bound
-- 'RingCurrentCut.uniformFlow_attains_bound' depends on axioms: [propext, Classical.choice, Quot.sound]
```

## How the lemmas carry the argument

`internal_current_eq_zero` exchanges the sums with `Finset.sum_comm`, applies `hJ` term by term, and lets `linarith` conclude from $S=-S$. `cutCurrent_eq_sum_leakage` splits each row sum with `Finset.sum_add_sum_compl` and removes the internal part. `abs_cutCurrent_le` then follows the triangle inequality line by line in its `calc` block.

`cutCurrent_compl` proves the sign change. `abs_cutCurrent_le_min` applies the main bound to `A` and to `Aᶜ`, then distinguishes which of the two sizes is the minimum.

In `bond_current_discrepancy`, the cut is treated as a set of ordered pairs, `A ×ˢ Aᶜ`. `Finset.sum_subset` reduces the sum to the two named bonds, because `hcut` makes every other term zero. The hypothesis `hne` ensures that these are two terms and not one counted twice. Antisymmetry then turns $J_{sr}$ into $-J_{rs}$.

`uniformFlow_attains_bound` first shows, in `hout`, that each site of `A` sends out a total of `e`. Its three parts then establish antisymmetry, the leakage bound and the value of the cut current. For sites outside `A`, the leakage bound reduces to $e|A|\le e|A^c|$, which follows from the assumption on the sizes.
